# For a positron annihilating into two photons on an electron at rest, 1/e is a valid envelope for the sampling density h(e)/e at every allowed energy fraction e

A fast positron hits an electron at rest and the pair turns into two photons. I want to simulate this event by event. The recipe I have draws the fraction $e$ of the total energy carried by one photon from a density proportional to $1/e$, and keeps the draw with probability

$$h(e)=1-e+\frac{2ge-1}{e(g+1)^2},$$

where $g$ is the positron's Lorentz factor. But the last term is negative for small $e$ and positive for larger $e$. For $g=5/3$ and $e=1/10$ I get $h=-0.0375$, which is no probability. Can the recipe ever ask for such a value, or for one above 1? And does it give the right photon energies?

## Kinematics keeps h between 0 and 1

The recipe never asks for a bad value provided that it draws only fractions allowed by energy and momentum conservation: all of these have $0<h<1$. Here $g>1$ and $m=c=1$; $g$ and $e$ are usually written $\gamma$ and $\varepsilon$, and $e$ is neither a charge nor the base of logarithms.

**Emission angle.** The total energy is $g+1$, and the positron momentum $p$ has length $\sqrt{g^2-1}$. A photon with energy $e(g+1)$ leaves along the unit vector $n$. What remains must be massless:

$$|p-e(g+1)n|^2=(1-e)^2(g+1)^2.$$

Expanding the left side and cancelling $e^2(g+1)^2$ gives

$$g^2-1-2e(g+1)\,p\cdot n=(1-2e)(g+1)^2.$$

Division by $g+1$ leaves $2e\,p\cdot n=2e(g+1)-2$, so the emission cosine is

$$\cos\theta=\frac{e(g+1)-1}{e\sqrt{g^2-1}}.$$

**Allowed fractions.** For $e>0$, the condition $\cos^2\theta\le1$ reads $(e(g+1)-1)^2\le e^2(g^2-1)$, or

$$2e^2(g+1)-2e(g+1)+1\le0.$$

Doubling this and completing the square gives $(g+1)(2e-1)^2\le g-1$, which is

$$|2e-1|\le r,\qquad r=\sqrt{\frac{g-1}{g+1}}.$$

The window therefore runs from $e_-=(1-r)/2$ to $e_+=(1+r)/2$. The same inequality can be written $e(1-e)\ge 1/(2(g+1))$, which forces $0<e<1$.

**Bounds on h.** On the window,

$$e(g+1)^2h=e(1-e)(g+1)^2+2ge-1\ge\frac{g-1}{2}+2ge>0.$$

For the upper bound, $h<1$ means $2ge-1<e^2(g+1)^2$, and this holds because

$$e^2(g+1)^2-2ge+1=(ge-1)^2+e^2(2g+1)>0.$$

Hence $0<h(e)/e<1/e$.

**Link to the tree-level process.** Let $k_1=e(g+1)$ and $k_2=(1-e)(g+1)$ be the photon energies, and put $q=e(1-e)$. Then

$$\frac{h(e)}e+\frac{h(1-e)}{1-e}=\frac{1-e}{e}+\frac{e}{1-e}+\frac{2g}{(g+1)^2q}-\frac{1}{(g+1)^2}\left(\frac1{e^2}+\frac1{(1-e)^2}\right).$$

The last bracket equals $1/q^2-2/q$, and $1/k_1+1/k_2=1/((g+1)q)$. The sum is therefore

$$\frac{k_1}{k_2}+\frac{k_2}{k_1}+2\left(\frac1{k_1}+\frac1{k_2}\right)-\left(\frac1{k_1}+\frac1{k_2}\right)^2,$$

the Klein-Nishina expression crossed from Compton scattering to annihilation.

**Sampling.** Let $u$ be uniform on $[0,1]$, $L=\log(e_+/e_-)$ and $e(u)=e_-\exp(uL)$. Then $de/du=L\,e$, so for an observable $\varphi$

$$L\int_0^1\varphi(e(u))\,h(e(u))\,du=\int_{e_-}^{e_+}\varphi(e)\,\frac{h(e)}e\,de.$$

If a second, independent uniform number decides acceptance with probability $h$, the mean of $\varphi$ over accepted draws is the right side divided by its value at $\varphi=1$. That is the mean for the normalised density.

**Your numbers.** For $g=5/3$ we have $r=1/2$, so the window is $[1/4,3/4]$ and your $e=1/10$ lies outside it. The cosine is $-1$, $1/2$ and $1$ at $e=1/4,1/2,3/4$, and $h$ is $21/32$, $11/16$ and $17/32$. The fraction of accepted draws is

$$\frac{47}{32}-\frac{7}{8\log 3}\approx0.672.$$

**Do not halve the window.** The photons are identical, so it looks harmless to sample only $e\ge1/2$ with the same $h$. But $h(e)/e$ is not symmetric: in the example it is $21/8$ at $e=1/4$ and $17/24$ at $e=3/4$. Only the sum over the exchange is symmetric. Draw from the full window, and record both photons, with fractions $e$ and $1-e$. The recorded energies together then follow the symmetric sum, which is the tree-level spectrum; the accepted values of $e$ alone do not.

## What the Lean theorems say

The numbers `g` and `e` are real. The vectors `p` and `n` live in `EuclideanSpace ℝ (Fin 3)`, ordinary space, with `hp` fixing the positron's mass shell and `hn` making `n` a unit vector.

- `massless_recoil_iff` says that the remaining energy and momentum satisfy the massless relation exactly when `inner ℝ p n` equals `‖p‖` times `emissionCosine g e`. The relation is between squares, so it does not fix the sign of the second photon's energy; on the window that energy is positive because $e<1$.
- `emissionCosine_mem_iff` is the equivalence between a cosine in the closed interval `Icc (-1) 1` and the window condition, for $g>1$ and $e>0$.
- `acceptance_and_envelope` places $h$ in the open interval `Ioo 0 1` and $h/e$ in `Ioo 0 (1 / e)`. It assumes only $g>1$ and the window condition; $e>0$ is derived.
- `density_symmetrised` is the exchange identity, for $0<e<1$.
- `window_ends` and `draw_mem` say that $0<e_-<e_+$ and that every trial value lies between these ends, called `eMin` and `eMax`.
- `rejection_sampling` is the integral identity for observables continuous on the window. The indicator of a histogram bin is generally not continuous, so it needs a further limiting argument.

The step from here to real annihilation is that the unpolarised tree-level cross section per unit $e$ is proportional to `crossedKleinNishina`, which enters as a definition. With that, the result supports event generation for two-photon annihilation in flight in Monte Carlo transport, for free electrons at rest and without radiative corrections.

```lean
import Mathlib

open Set

namespace HeitlerSampling

noncomputable section

/-- Cosine of the angle between the positron momentum and a photon with energy fraction `e`, for
Lorentz factor `g > 1` and `e > 0` in the window allowed by energy and momentum conservation. For
other `e > 0` the value lies outside `[-1, 1]` and is not a cosine. -/
def emissionCosine (g e : ℝ) : ℝ := (e * (g + 1) - 1) / (e * √(g ^ 2 - 1))

/-- The rejection function `h(e)`, for `g > 1` and `e > 0`. -/
def acceptance (g e : ℝ) : ℝ := 1 - e + (2 * g * e - 1) / (e * (g + 1) ^ 2)

/-- The lower end of the window of photon energy fractions, for `g > 1`. -/
def eMin (g : ℝ) : ℝ := (1 - √((g - 1) / (g + 1))) / 2

/-- The upper end of the window of photon energy fractions, for `g > 1`. -/
def eMax (g : ℝ) : ℝ := (1 + √((g - 1) / (g + 1))) / 2

/-- The trial energy fraction `eMin (eMax / eMin) ^ u` made from a random number `u`,
for `g > 1`. -/
def draw (g u : ℝ) : ℝ := eMin g * Real.exp (u * Real.log (eMax g / eMin g))

/-- The Klein-Nishina expression crossed to annihilation, as a function of the two photon
energies `k₁, k₂ > 0` in units of the electron mass. -/
def crossedKleinNishina (k₁ k₂ : ℝ) : ℝ :=
  k₁ / k₂ + k₂ / k₁ + 2 * (1 / k₁ + 1 / k₂) - (1 / k₁ + 1 / k₂) ^ 2

/-- A positron of momentum `p` and Lorentz factor `g > 1` meets an electron at rest, and a photon
with fraction `e > 0` of the total energy leaves along the unit vector `n`. The remaining energy
and momentum satisfy the massless relation exactly when `n` has the emission cosine. -/
theorem massless_recoil_iff {g e : ℝ} (hg : 1 < g) (he : 0 < e)
    (p n : EuclideanSpace ℝ (Fin 3)) (hp : ‖p‖ = √(g ^ 2 - 1)) (hn : ‖n‖ = 1) :
    ‖p - (e * (g + 1)) • n‖ ^ 2 = ((1 - e) * (g + 1)) ^ 2 ↔
      inner ℝ p n = ‖p‖ * emissionCosine g e := by
  have hs : 0 < √(g ^ 2 - 1) := Real.sqrt_pos.mpr (by nlinarith)
  have hs2 : √(g ^ 2 - 1) ^ 2 = g ^ 2 - 1 := Real.sq_sqrt (by nlinarith)
  have hc : √(g ^ 2 - 1) * emissionCosine g e = (e * (g + 1) - 1) / e := by
    unfold emissionCosine
    field_simp
  have hk : ‖(e * (g + 1)) • n‖ ^ 2 = (e * (g + 1)) ^ 2 := by
    rw [norm_smul, hn, mul_one, Real.norm_eq_abs, sq_abs]
  rw [norm_sub_sq_real, hk, inner_smul_right, hp, hs2, hc, eq_div_iff he.ne']
  constructor
  · intro h
    -- the common factor g + 1 drops out
    have h0 : (g + 1) * (inner ℝ p n * e - (e * (g + 1) - 1)) = 0 := by
      linear_combination (-1 / 2) * h
    rcases mul_eq_zero.mp h0 with h1 | h1
    · linarith
    · linarith
  · intro h
    linear_combination (-2 * (g + 1)) * h

/-- For `g > 1`, the window condition on the energy fraction is a quadratic inequality. -/
theorem window_iff_quadratic {g : ℝ} (hg : 1 < g) (e : ℝ) :
    |2 * e - 1| ≤ √((g - 1) / (g + 1)) ↔ (2 * e - 1) ^ 2 * (g + 1) ≤ g - 1 := by
  have hg1 : 0 < g + 1 := by linarith
  have hr : 0 ≤ (g - 1) / (g + 1) := div_nonneg (by linarith) hg1.le
  rw [← le_div_iff₀ hg1]
  constructor
  · intro h
    have h2 := sq_le_sq' (abs_le.mp h).1 (abs_le.mp h).2
    rwa [Real.sq_sqrt hr] at h2
  · exact fun h => Real.abs_le_sqrt h

/-- For `g > 1` and `e > 0`, the emission cosine lies in `[-1, 1]` exactly when the energy
fraction differs from one half by at most `√((g - 1) / (g + 1)) / 2`. -/
theorem emissionCosine_mem_iff {g e : ℝ} (hg : 1 < g) (he : 0 < e) :
    emissionCosine g e ∈ Icc (-1) 1 ↔ |2 * e - 1| ≤ √((g - 1) / (g + 1)) := by
  have hs : 0 < g ^ 2 - 1 := by nlinarith
  have hD : 0 < e ^ 2 * (g ^ 2 - 1) := by positivity
  rw [window_iff_quadratic hg, mem_Icc, ← abs_le, ← sq_le_one_iff_abs_le_one]
  unfold emissionCosine
  rw [div_pow, mul_pow, Real.sq_sqrt hs.le, div_le_one hD]
  -- the two quadratic inequalities differ by a factor of two
  constructor <;> intro h <;> linarith

/-- For `g > 1` and an energy fraction in the window, the rejection function lies strictly
between 0 and 1, and the density `h(e)/e` lies strictly between 0 and the envelope `1/e`. -/
theorem acceptance_and_envelope {g e : ℝ} (hg : 1 < g)
    (hw : |2 * e - 1| ≤ √((g - 1) / (g + 1))) :
    acceptance g e ∈ Ioo 0 1 ∧ acceptance g e / e ∈ Ioo 0 (1 / e) := by
  rw [window_iff_quadratic hg] at hw
  have hg1 : 0 < g + 1 := by linarith
  have he : 0 < e := by
    by_contra hneg
    have h1 : 0 ≤ -e * (1 - e) := mul_nonneg (by linarith) (by linarith)
    have h2 := mul_nonneg h1 hg1.le
    linarith
  have hD : 0 < e * (g + 1) ^ 2 := by positivity
  -- positivity needs the window
  have hlow : e - 1 < (2 * g * e - 1) / (e * (g + 1) ^ 2) := by
    rw [lt_div_iff₀ hD]
    have h1 : 0 ≤ (g + 1) * (g - 1 - (2 * e - 1) ^ 2 * (g + 1)) :=
      mul_nonneg hg1.le (by linarith)
    have h2 : 0 < g * e := by positivity
    linarith
  -- the upper bound is a sum of squares
  have hupp : (2 * g * e - 1) / (e * (g + 1) ^ 2) < e := by
    rw [div_lt_iff₀ hD]
    have h1 : 0 < e ^ 2 * (2 * g + 1) := by positivity
    have h2 := sq_nonneg (g * e - 1)
    linarith
  have h0 : 0 < acceptance g e := by unfold acceptance; linarith
  have h1 : acceptance g e < 1 := by unfold acceptance; linarith
  exact ⟨⟨h0, h1⟩, div_pos h0 he, div_lt_div_of_pos_right h1 he⟩

/-- For `g > 1` and `0 < e < 1`, the density `h(e)/e` summed over the exchange of the two photons
is the crossed Klein-Nishina expression at photon energies `e (g + 1)` and `(1 - e) (g + 1)`. -/
theorem density_symmetrised {g e : ℝ} (hg : 1 < g) (he : 0 < e) (he1 : e < 1) :
    acceptance g e / e + acceptance g (1 - e) / (1 - e) =
      crossedKleinNishina (e * (g + 1)) ((1 - e) * (g + 1)) := by
  have h1 : g + 1 ≠ 0 := by linarith
  have h2 : 1 - e ≠ 0 := by linarith
  have h3 : e ≠ 0 := he.ne'
  unfold acceptance crossedKleinNishina
  field_simp
  ring

/-- For `g > 1` the ends of the energy window are positive and distinct. -/
theorem window_ends {g : ℝ} (hg : 1 < g) : 0 < eMin g ∧ eMin g < eMax g := by
  have hg1 : 0 < g + 1 := by linarith
  have h0 : 0 < √((g - 1) / (g + 1)) := Real.sqrt_pos.mpr (div_pos (by linarith) hg1)
  have h1 : √((g - 1) / (g + 1)) < 1 := by
    rw [Real.sqrt_lt' one_pos, div_lt_iff₀ hg1]
    linarith
  unfold eMin eMax
  constructor <;> linarith

/-- For `g > 1` and a random number `u` in `[0, 1]`, the trial energy fraction lies in the
window. -/
theorem draw_mem {g u : ℝ} (hg : 1 < g) (hu : u ∈ Icc (0 : ℝ) 1) :
    draw g u ∈ Icc (eMin g) (eMax g) := by
  obtain ⟨h0, h1⟩ := window_ends hg
  have hL : 0 < Real.log (eMax g / eMin g) := Real.log_pos ((one_lt_div h0).mpr h1)
  have hlo : 1 ≤ Real.exp (u * Real.log (eMax g / eMin g)) :=
    Real.one_le_exp (mul_nonneg hu.1 hL.le)
  have hhi : Real.exp (u * Real.log (eMax g / eMin g)) ≤ eMax g / eMin g := by
    rw [← Real.le_log_iff_exp_le (div_pos (h0.trans h1) h0)]
    nlinarith [hu.2]
  refine ⟨le_mul_of_one_le_right h0.le hlo, ?_⟩
  rw [le_div_iff₀ h0] at hhi
  unfold draw
  linarith

/-- For `g > 1` and an observable `φ` continuous on the window, weighting uniform trial draws by
the rejection function reproduces the integral of `φ` against the density `h(e)/e`, up to the
factor `log (eMax / eMin)`. -/
theorem rejection_sampling {g : ℝ} (hg : 1 < g) (φ : ℝ → ℝ)
    (hφ : ContinuousOn φ (Icc (eMin g) (eMax g))) :
    Real.log (eMax g / eMin g) * ∫ u in (0 : ℝ)..1, φ (draw g u) * acceptance g (draw g u) =
      ∫ e in eMin g..eMax g, φ e * (acceptance g e / e) := by
  obtain ⟨h0, h1⟩ := window_ends hg
  have hd : ∀ u, HasDerivAt (draw g) (draw g u * Real.log (eMax g / eMin g)) u := by
    intro u
    have h : HasDerivAt (draw g) (eMin g * (Real.exp (u * Real.log (eMax g / eMin g)) *
        (1 * Real.log (eMax g / eMin g)))) u :=
      ((hasDerivAt_id u).mul_const (Real.log (eMax g / eMin g))).exp.const_mul (eMin g)
    exact h.congr_deriv (by unfold draw; ring)
  have hcd : Continuous (draw g) := by unfold draw; fun_prop
  have hc : ContinuousOn (fun e => acceptance g e / e) (Icc (eMin g) (eMax g)) := by
    intro x hx
    have hx0 : x ≠ 0 := (h0.trans_le hx.1).ne'
    have hx1 : x * (g + 1) ^ 2 ≠ 0 := mul_ne_zero hx0 (pow_ne_zero 2 (by linarith))
    have h : ContinuousAt
        (fun e : ℝ => (1 - e + (2 * g * e - 1) / (e * (g + 1) ^ 2)) / e) x := by
      fun_prop (disch := assumption)
    exact h.continuousWithinAt
  have himg : draw g '' uIcc 0 1 ⊆ Icc (eMin g) (eMax g) := by
    rintro _ ⟨u, hu, rfl⟩
    rw [uIcc_of_le zero_le_one] at hu
    exact draw_mem hg hu
  -- substitute e = draw g u
  have key := intervalIntegral.integral_comp_mul_deriv' (a := 0) (b := 1)
    (g := fun e => φ e * (acceptance g e / e)) (fun u _ => hd u)
    (hcd.mul continuous_const).continuousOn ((hφ.mul hc).mono himg)
  have hd0 : draw g 0 = eMin g := by simp [draw]
  have hd1 : draw g 1 = eMax g := by
    unfold draw
    rw [one_mul, Real.exp_log (div_pos (h0.trans h1) h0), mul_div_cancel₀ _ h0.ne']
  rw [hd0, hd1] at key
  rw [← key, ← intervalIntegral.integral_const_mul]
  refine intervalIntegral.integral_congr fun u hu => ?_
  have hne : draw g u ≠ 0 := (h0.trans_le (himg ⟨u, hu, rfl⟩).1).ne'
  simp only [Function.comp_apply]
  field_simp

end

end HeitlerSampling
```

```lean
#print axioms HeitlerSampling.emissionCosine_mem_iff
-- 'HeitlerSampling.emissionCosine_mem_iff' depends on axioms: [propext, Classical.choice, Quot.sound]
#print axioms HeitlerSampling.acceptance_and_envelope
-- 'HeitlerSampling.acceptance_and_envelope' depends on axioms: [propext, Classical.choice, Quot.sound]
#print axioms HeitlerSampling.density_symmetrised
-- 'HeitlerSampling.density_symmetrised' depends on axioms: [propext, Classical.choice, Quot.sound]
#print axioms HeitlerSampling.rejection_sampling
-- 'HeitlerSampling.rejection_sampling' depends on axioms: [propext, Classical.choice, Quot.sound]
```

## From the algebra to the Lean proofs

In `massless_recoil_iff`, `norm_sub_sq_real` expands the squared recoil momentum, and `hc` cancels the positron momentum against the denominator of the cosine. The forward direction collects everything into a product with the factor $g+1$, which is nonzero; the reverse direction is a single `linear_combination`.

`window_iff_quadratic` removes the absolute value and the square root, giving $(2e-1)^2(g+1)\le g-1$. `emissionCosine_mem_iff` squares the cosine bound and clears its positive denominator. The two quadratic inequalities then differ by the factor of two seen above, and `linarith` closes both directions.

`acceptance_and_envelope` first obtains $e>0$ by contradiction: if $e\le0$, then $-e(1-e)\ge0$, which is incompatible with the window. Next, `hlow` proves $h>0$ from the window inequality multiplied by $g+1$, and `hupp` proves $h<1$ from the square $(ge-1)^2$ and the positive term $e^2(2g+1)$. Dividing by $e$ gives the envelope.

For `density_symmetrised`, `field_simp` clears the denominators and `ring` checks the resulting polynomial identity.

`window_ends` shows that $0<r<1$. `draw_mem` uses this to get $L>0$, so that $\exp(uL)$ lies between $1$ and $e_+/e_-$.

`rejection_sampling` is the change of variables. `hd` supplies the derivative $L\,e(u)$, `hc` the continuity of $h(e)/e$ on the window, and `himg` the fact that the draws stay there. The substitution theorem `intervalIntegral.integral_comp_mul_deriv'` then applies, `hd0` and `hd1` identify the end points, and the final `field_simp` cancels the $e$ in the derivative against the $1/e$ in the density.
